# Catalan bounds on the even moments at the end of a chain with zero site energies

## Scaling a Hamiltonian before taking moments

Before computing high moments of a Hamiltonian, one can divide it by an energy scale to keep the numbers from overflowing. If the Lanczos recursion from a normalised starting state gives a zero diagonal and couplings of size at most $B>0$, the scale $2B$ is sufficient: the even moments of the scaled Hamiltonian in that state are then at most 1. This holds up to the order for which the couplings are known, and the squared product of the first $n$ scaled couplings bounds the moment of order $2n$ from below.

The physical quantity is $\mu_{2n}=\langle 0|H^{2n}|0\rangle$, the moment of order $2n$ of the local density of states at a normalised starting state $|0\rangle$. Lanczos turns $H$ into a chain in which each state couples only to its neighbours. The diagonal of this chain vanishes when, for example, $H$ only hops between two sublattices and $|0\rangle$ lives on one of them. The constant $B$ is an upper bound on the couplings of this chain that a closed walk of $2n$ steps from its first site can use. These couplings generally differ from the hopping strengths in $H$ itself.

In electronic structure, the result therefore controls the even moments of a non-interacting local density of states whose Lanczos chain has zero site energies.

## The two bounds

Let $b_0,b_1,\dots$ be a sequence of real numbers, and let $T$ be the real symmetric tridiagonal matrix on sites $0,\dots,N$ with zero diagonal and couplings $T_{j,j+1}=b_j$ for $j<N$. Let $n\le N$ and $|b_j|\le B$ for all $j<n$. Then

$$\Big(\prod_{j=0}^{n-1} b_j\Big)^2\le (T^{2n})_{00}\le C_n B^{2n},\qquad C_n=\frac{1}{n+1}\binom{2n}{n},$$

where $C_n$ is the $n$-th Catalan number. The couplings may have either sign, and those from $b_n$ onwards need no bound. For $n=0$ all three expressions equal 1.

## Amplitudes and their front

Write $A_k(j)=(T^k)_{0j}$ for the amplitude at site $j$ after $k$ applications of $T$, and set it to zero for $j>N$. Multiplying by $T$ once more gives

$$A_{k+1}(0)=b_0A_k(1),\qquad A_{k+1}(j+1)=b_jA_k(j)+b_{j+1}A_k(j+2)\quad(j+1\le N).$$

At the start $A_0(j)=\delta_{0j}$. Each application moves amplitude by one site, so $A_k(j)=0$ for $j>k$. At the front, the second term of the recursion vanishes and $A_{k+1}(k+1)=b_kA_k(k)$. Hence $A_k(k)=b_0\cdots b_{k-1}$ for $k\le N$.

Since $T$ is symmetric,

$$(T^{2n})_{00}=\sum_{i=0}^{N}(T^n)_{0i}(T^n)_{i0}=\sum_{i=0}^{N}A_n(i)^2\ge A_n(n)^2,$$

which is the lower bound.

## Ballot numbers for the upper bound

Define

$$D(m,j)=\binom{2m+j}{m}-\binom{2m+j}{m+j+1}.$$

Here $m$ counts the backward steps of a walk that ends at site $j$ after $2m+j$ steps; textbooks often label ballot numbers differently. We have $D(0,j)=1$. Applying Pascal's rule to both binomials gives

$$D(m+1,0)=D(m,1),\qquad D(m+1,j+1)=D(m+1,j)+D(m,j+2).$$

This is the amplitude recursion with unit couplings. We now show that

$$|A_{2m+j}(j)|\le D(m,j)B^{2m+j}\qquad\text{for } m+j\le n.$$

For $m=0$ the left side is $|b_0\cdots b_{j-1}|\le B^j$. Suppose the bound holds for $m$ and all allowed $j$. At the end site,

$$|A_{2m+2}(0)|=|b_0||A_{2m+1}(1)|\le B\,D(m,1)B^{2m+1}=D(m+1,0)B^{2m+2}.$$

For the other sites we go outwards from $j$ to $j+1$. With $k=2(m+1)+j=2m+(j+2)$,

$$|A_{k+1}(j+1)|\le B|A_k(j)|+B|A_k(j+2)|\le\big[D(m+1,j)+D(m,j+2)\big]B^{k+1},$$

and the bracket is $D(m+1,j+1)$. The condition $(m+1)+(j+1)\le n$ ensures that both couplings used, $b_j$ and $b_{j+1}$, are among the first $n$.

At the end site, $\binom{2m}{m+1}=\frac{m}{m+1}\binom{2m}{m}$, so $D(m,0)=\frac{1}{m+1}\binom{2m}{m}=C_m$. Taking $m=n$ and $j=0$ gives the upper bound.

Two consequences follow. Since $C_n\le(n+1)C_n=\binom{2n}{n}\le2^{2n}$, the moment is at most $(2B)^{2n}$, which justifies the scale $2B$. If the couplings are nonnegative and nondecreasing, the largest of the first $n+1$ is $b_n$, so $(T^{2(n+1)})_{00}\le C_{n+1}b_n^{2(n+1)}$ when $n+1\le N$.

## The chain in Lean

The couplings are a sequence `b : ℕ → ℝ`, and `hop b i j` is the matrix element between sites `i` and `j`. It enters with a plus sign, whereas tight-binding models often write $-t$. Counting starts at zero, so `b 0` is the coupling that many Lanczos texts call $b_1$. The matrix `chain b N` has size $N+1$ and uses only `b 0` to `b (N - 1)`.

The functions `amp b N k j` and `ballot m j` are $A_k(j)$ and $D(m,j)$. In `moment_bounds`, the hypothesis `hn : n ≤ N` says that the chain reaches site $n$, and `hb` bounds the first $n$ couplings in absolute value. The entry `(chain b N ^ (2 * n)) 0 0` is the moment.

The step from $H$ to this matrix is taken from Lanczos theory: without rounding errors, $\langle0|H^{2n}|0\rangle=(T^{2n})_{00}$ for $n\le N$. The theorems start from the matrix $T$.

The condition $n\le N$ matters for the lower bound. Take $N=0$, $n=1$ and $b_0=B=1$. The matrix is the single entry 0, so its second moment is 0, while the squared product is 1. The upper bound still holds in this example.

Another model would take the couplings as a function `Fin N → ℝ`, with exactly one value for each bond. Monotonicity would then concern only couplings present in the matrix, whereas `moment_le_of_monotone` asks for it along the whole sequence. In exchange, the recursion would need a bond index with a range proof at every neighbour.

```lean
import Mathlib

open Finset

namespace MomentGrowth

noncomputable section

/-- Coupling between sites `i` and `j` of a chain: `b i` joins site `i` to site `i + 1`,
and all other pairs are uncoupled. -/
def hop (b : ℕ → ℝ) (i j : ℕ) : ℝ :=
  if i + 1 = j then b i else if j + 1 = i then b j else 0

/-- The symmetric tridiagonal matrix on `N + 1` sites with zero diagonal and
off-diagonal entries `b 0, ..., b (N - 1)`. -/
def chain (b : ℕ → ℝ) (N : ℕ) : Matrix (Fin (N + 1)) (Fin (N + 1)) ℝ :=
  Matrix.of fun i j => hop b i j

/-- The amplitude `(T ^ k)_(0,j)` between the end site and site `j`, set to zero
for sites beyond the end of the chain. -/
def amp (b : ℕ → ℝ) (N k j : ℕ) : ℝ :=
  if h : j < N + 1 then (chain b N ^ k) 0 ⟨j, h⟩ else 0

/-- The ballot number, as a difference of two binomial coefficients. -/
def ballot (m j : ℕ) : ℝ :=
  ((2 * m + j).choose m : ℝ) - ((2 * m + j).choose (m + j + 1) : ℝ)

/-- One more application of the matrix feeds each site of the chain from its neighbours; site `0`
can be fed only from site `1`. -/
theorem amp_succ (b : ℕ → ℝ) (N k : ℕ) :
    amp b N (k + 1) 0 = b 0 * amp b N k 1 ∧
    ∀ j, j + 1 ≤ N →
      amp b N (k + 1) (j + 1) = b j * amp b N k j + b (j + 1) * amp b N k (j + 2) := by
  -- the matrix product as a sum over site numbers
  have hsum : ∀ j, j ≤ N →
      amp b N (k + 1) j = ∑ i ∈ range (N + 1), amp b N k i * hop b i j := by
    intro j hj
    have hj' : j < N + 1 := by omega
    have e : amp b N (k + 1) j = (chain b N ^ (k + 1)) 0 ⟨j, hj'⟩ := dif_pos hj'
    rw [e, pow_succ, Matrix.mul_apply,
      ← Fin.sum_univ_eq_sum_range (fun i => amp b N k i * hop b i j) (N + 1)]
    refine Finset.sum_congr rfl fun i _ => ?_
    have hi : amp b N k (i : ℕ) = (chain b N ^ k) 0 i := dif_pos i.isLt
    change _ = amp b N k (i : ℕ) * hop b i j
    rw [hi]
    rfl
  have hout : ∀ i, i ∉ range (N + 1) → amp b N k i = 0 := fun i hi =>
    dif_neg (fun h => hi (Finset.mem_range.mpr h))
  constructor
  · rw [hsum 0 (Nat.zero_le N), Finset.sum_eq_single 1]
    · simp [hop, mul_comm]
    · intro i _ hi
      have h0 : hop b i 0 = 0 := by
        unfold hop
        rw [if_neg (by omega), if_neg (by omega)]
      rw [h0, mul_zero]
    · intro h
      rw [hout 1 h, zero_mul]
  · intro j hj
    have h1 : hop b j (j + 1) = b j := if_pos rfl
    have h2 : hop b (j + 2) (j + 1) = b (j + 1) := by
      unfold hop
      rw [if_neg (by omega), if_pos (by omega)]
    rw [hsum (j + 1) hj, Finset.sum_eq_add j (j + 2) (by omega), h1, h2]
    · ring
    · intro i _ hi
      have h0 : hop b i (j + 1) = 0 := by
        unfold hop
        rw [if_neg (by omega), if_neg (by omega)]
      rw [h0, mul_zero]
    · intro h
      rw [hout j h, zero_mul]
    · intro h
      rw [hout (j + 2) h, zero_mul]

/-- After `k` applications of the matrix no amplitude has passed site `k`. -/
theorem amp_eq_zero (b : ℕ → ℝ) (N k j : ℕ) (h : k < j) : amp b N k j = 0 := by
  induction k generalizing j with
  | zero =>
    unfold amp
    split_ifs with hj
    · rw [pow_zero]
      refine Matrix.one_apply_ne fun h0 => ?_
      have h1 := congrArg Fin.val h0
      change 0 = j at h1
      omega
    · rfl
  | succ k ih =>
    by_cases hj : j ≤ N
    · obtain ⟨i, rfl⟩ : ∃ i, j = i + 1 := ⟨j - 1, by omega⟩
      rw [(amp_succ b N k).2 i hj, ih i (by omega), ih (i + 2) (by omega)]
      ring
    · exact dif_neg (by omega)

/-- The amplitude at the front, site `k` after `k` applications, is the product of the
first `k` couplings, as long as the chain reaches site `k`. -/
theorem amp_front (b : ℕ → ℝ) (N k : ℕ) (hk : k ≤ N) :
    amp b N k k = ∏ i ∈ range k, b i := by
  induction k with
  | zero => simp [amp]
  | succ k ih =>
    rw [(amp_succ b N k).2 k hk, ih (by omega), amp_eq_zero b N k (k + 2) (by omega),
      Finset.prod_range_succ]
    ring

/-- Ballot numbers obey the recursion of the amplitudes with all couplings equal to one. -/
theorem ballot_succ (m : ℕ) :
    ballot (m + 1) 0 = ballot m 1 ∧
    ∀ j, ballot (m + 1) (j + 1) = ballot (m + 1) j + ballot m (j + 2) := by
  constructor
  · unfold ballot
    rw [show 2 * (m + 1) + 0 = (2 * m + 1) + 1 by omega,
      show m + 1 + 0 + 1 = (m + 1) + 1 by omega,
      Nat.choose_succ_succ' (2 * m + 1) m, Nat.choose_succ_succ' (2 * m + 1) (m + 1)]
    push_cast
    ring
  · intro j
    unfold ballot
    rw [show 2 * (m + 1) + (j + 1) = (2 * m + j + 2) + 1 by omega,
      show 2 * (m + 1) + j = 2 * m + j + 2 by omega,
      show 2 * m + (j + 2) = 2 * m + j + 2 by omega,
      show m + 1 + (j + 1) + 1 = (m + j + 2) + 1 by omega,
      show m + 1 + j + 1 = m + j + 2 by omega,
      show m + (j + 2) + 1 = (m + j + 2) + 1 by omega,
      Nat.choose_succ_succ' (2 * m + j + 2) m,
      Nat.choose_succ_succ' (2 * m + j + 2) (m + j + 2)]
    push_cast
    ring

/-- At the end site the ballot number is the Catalan number. -/
theorem ballot_end (m : ℕ) : ballot m 0 = catalan m := by
  have h1 : ((m : ℝ) + 1) * catalan m = (2 * m).choose m := by
    have h := succ_mul_catalan_eq_centralBinom m
    rw [Nat.centralBinom_eq_two_mul_choose] at h
    exact_mod_cast h
  have h2 : ((2 * m).choose (m + 1) : ℝ) * (m + 1) = (2 * m).choose m * m := by
    have h := Nat.choose_succ_right_eq (2 * m) m
    rw [show 2 * m - m = m by omega] at h
    exact_mod_cast h
  have h3 : (m : ℝ) + 1 ≠ 0 := by positivity
  apply mul_left_cancel₀ h3
  simp only [ballot, add_zero]
  linear_combination -h1 - h2

/-- If the first `n` couplings are at most `B` in size and the chain reaches site `n`, the
amplitude at site `j` after `2 m + j` applications, with `m + j ≤ n`, is at most
a ballot number times `B ^ (2 m + j)`. -/
theorem abs_amp_le {b : ℕ → ℝ} {N n : ℕ} {B : ℝ} (hn : n ≤ N)
    (hb : ∀ j < n, |b j| ≤ B) (m : ℕ) :
    ∀ j, m + j ≤ n → |amp b N (2 * m + j) j| ≤ ballot m j * B ^ (2 * m + j) := by
  induction m with
  | zero =>
    intro j hj
    have h1 : ballot 0 j = 1 := by simp [ballot]
    rw [h1, one_mul, show 2 * 0 + j = j by omega, amp_front b N j (by omega),
      Finset.abs_prod]
    calc ∏ i ∈ range j, |b i| ≤ ∏ _i ∈ range j, B :=
          Finset.prod_le_prod (fun i _ => abs_nonneg _) (fun i hi => hb i (by
            have := Finset.mem_range.mp hi
            omega))
      _ = B ^ j := by simp
  | succ m ih =>
    intro j
    induction j with
    | zero =>
      intro hj
      have hB := hb 0 (by omega)
      have h1 := ih 1 (by omega)
      rw [show 2 * (m + 1) + 0 = (2 * m + 1) + 1 by omega, (amp_succ b N _).1,
        (ballot_succ m).1, abs_mul]
      calc |b 0| * |amp b N (2 * m + 1) 1| ≤ B * (ballot m 1 * B ^ (2 * m + 1)) :=
            mul_le_mul hB h1 (abs_nonneg _) ((abs_nonneg _).trans hB)
        _ = ballot m 1 * B ^ (2 * m + 1 + 1) := by ring
    | succ j ihj =>
      intro hj
      have hB := hb j (by omega)
      have hB' := hb (j + 1) (by omega)
      have h1 := ihj (by omega)
      have h2 := ih (j + 2) (by omega)
      rw [show 2 * m + (j + 2) = 2 * (m + 1) + j by omega] at h2
      rw [show 2 * (m + 1) + (j + 1) = (2 * (m + 1) + j) + 1 by omega,
        (amp_succ b N _).2 j (by omega), (ballot_succ m).2 j]
      -- the two neighbours contribute separately
      refine (abs_add_le _ _).trans ?_
      rw [abs_mul, abs_mul]
      refine (add_le_add (mul_le_mul hB h1 (abs_nonneg _) ((abs_nonneg _).trans hB))
        (mul_le_mul hB' h2 (abs_nonneg _) ((abs_nonneg _).trans hB))).trans (le_of_eq ?_)
      ring

/-- The moment of order `2 n` at the end site is at least the squared product of the first
`n` couplings, if the chain reaches site `n`. -/
theorem sq_prod_le_moment (b : ℕ → ℝ) {N n : ℕ} (hn : n ≤ N) :
    (∏ j ∈ range n, b j) ^ 2 ≤ (chain b N ^ (2 * n)) 0 0 := by
  have hsymm : (chain b N).transpose = chain b N := by
    ext i j
    change hop b j i = hop b i j
    unfold hop
    split_ifs <;> first | rfl | omega
  have hp : ∀ i, (chain b N ^ n) i 0 = (chain b N ^ n) 0 i := by
    intro i
    have h := congrFun (congrFun (Matrix.transpose_pow (chain b N) n) 0) i
    rw [hsymm] at h
    exact h
  -- the moment is the sum of all squared amplitudes after n steps
  have hm : (chain b N ^ (2 * n)) 0 0 = ∑ i, ((chain b N ^ n) 0 i) ^ 2 := by
    rw [two_mul, pow_add, Matrix.mul_apply]
    refine Finset.sum_congr rfl fun i _ => ?_
    rw [hp i, sq]
  have hn' : n < N + 1 := by omega
  have e : amp b N n n = (chain b N ^ n) 0 ⟨n, hn'⟩ := dif_pos hn'
  rw [← amp_front b N n hn, e, hm]
  exact Finset.single_le_sum (f := fun i => ((chain b N ^ n) 0 i) ^ 2)
    (fun i _ => sq_nonneg _) (Finset.mem_univ _)

/-- Moment growth bounds: if the chain reaches site `n` and its first `n` couplings are at
most `B` in size, the moment of order `2 n` at the end site lies between the squared
product of these couplings and the `n`-th Catalan number times `B ^ (2 n)`. -/
theorem moment_bounds {b : ℕ → ℝ} {N n : ℕ} {B : ℝ} (hn : n ≤ N)
    (hb : ∀ j < n, |b j| ≤ B) :
    (∏ j ∈ range n, b j) ^ 2 ≤ (chain b N ^ (2 * n)) 0 0 ∧
    (chain b N ^ (2 * n)) 0 0 ≤ catalan n * B ^ (2 * n) := by
  refine ⟨sq_prod_le_moment b hn, ?_⟩
  have h := abs_amp_le hn hb n 0 (by omega)
  have e : amp b N (2 * n + 0) 0 = (chain b N ^ (2 * n)) 0 0 := dif_pos (Nat.succ_pos N)
  rw [ballot_end, e] at h
  exact (le_abs_self _).trans h

/-- For nonnegative, nondecreasing couplings on a chain that reaches site `n + 1`, the moment
of order `2 (n + 1)` is at most a Catalan number times that power of the coupling `b n`. -/
theorem moment_le_of_monotone {b : ℕ → ℝ} {N n : ℕ} (hn : n + 1 ≤ N)
    (h0 : 0 ≤ b 0) (hb : Monotone b) :
    (chain b N ^ (2 * (n + 1))) 0 0 ≤ catalan (n + 1) * b n ^ (2 * (n + 1)) := by
  refine (moment_bounds hn fun j hj => ?_).2
  rw [abs_of_nonneg (h0.trans (hb (Nat.zero_le j)))]
  exact hb (by omega)

/-- If the chain reaches site `n` and its first `n` couplings are at most `B` in size, the
moment of order `2 n` at the end site is at most `(2 B) ^ (2 n)`. -/
theorem moment_le_two_mul_pow {b : ℕ → ℝ} {N n : ℕ} {B : ℝ} (hn : n ≤ N)
    (hb : ∀ j < n, |b j| ≤ B) :
    (chain b N ^ (2 * n)) 0 0 ≤ (2 * B) ^ (2 * n) := by
  have hc : catalan n ≤ 2 ^ (2 * n) := by
    calc catalan n ≤ (n + 1) * catalan n := Nat.le_mul_of_pos_left _ (Nat.succ_pos n)
      _ = (2 * n).choose n := by
          rw [succ_mul_catalan_eq_centralBinom, Nat.centralBinom_eq_two_mul_choose]
      _ ≤ 2 ^ (2 * n) := Nat.choose_le_two_pow _ _
  have hc' : (catalan n : ℝ) ≤ 2 ^ (2 * n) := by exact_mod_cast hc
  rw [mul_pow]
  exact (moment_bounds hn hb).2.trans
    (mul_le_mul_of_nonneg_right hc' ((even_two_mul n).pow_nonneg B))

end

end MomentGrowth
```

```lean
#print axioms MomentGrowth.moment_bounds
#print axioms MomentGrowth.moment_le_of_monotone
#print axioms MomentGrowth.moment_le_two_mul_pow
```

```
'MomentGrowth.moment_bounds' depends on axioms: [propext, Classical.choice, Quot.sound]
'MomentGrowth.moment_le_of_monotone' depends on axioms: [propext, Classical.choice, Quot.sound]
'MomentGrowth.moment_le_two_mul_pow' depends on axioms: [propext, Classical.choice, Quot.sound]
```

## From the recursion to the bounds in the proof

`amp_succ` is the three-term recursion. Its auxiliary statement `hsum` writes the matrix product as a sum over site numbers. `Finset.sum_eq_single` and `Finset.sum_eq_add` then keep the one or two neighbours. A neighbour beyond the end of the chain contributes zero because `amp` vanishes there, so the last site needs no separate formula.

`amp_eq_zero` and `amp_front` are the two statements about the front, each by induction on the number of applications. `sq_prod_le_moment` obtains the symmetry of the powers from `Matrix.transpose_pow`, writes the moment as a sum of squares, and keeps the front term with `Finset.single_le_sum`.

`ballot_succ` applies Pascal's rule through `Nat.choose_succ_succ'`. `ballot_end` multiplies the claim by $m+1$ and combines two binomial identities to reach the Catalan number.

`abs_amp_le` contains the double induction. The outer hypothesis `ih` supplies the bound for $m$ at every allowed site, and the inner hypothesis `ihj` supplies it for $m+1$ at the previous site. The triangle inequality `abs_add_le` separates the two neighbours, `mul_le_mul` bounds each product, and `ring` collects the powers of $B$. Where $B\ge0$ is needed, it follows from $0\le|b_j|\le B$.

`moment_bounds` joins the lower bound to `abs_amp_le` at $m=n$, $j=0$. `moment_le_of_monotone` applies it with $B=b_n$, and `moment_le_two_mul_pow` adds the estimate $C_n\le2^{2n}$.
